# For a two-level system in a purely longitudinal field, the susceptibility of Z is b times its thermal variance

The statement concerns a single two-level system with Hamiltonian -h Z, the transverse field being zero, in the Gibbs state at a real parameter b, the inverse temperature. It says that the thermal mean of Z, normalised by the partition function, is differentiable in h at every real h, with derivative b(⟨Z²⟩ - ⟨Z⟩²). The attempt computes the Gibbs exponential as a diagonal matrix with entries exp(bh) and exp(-bh), and from it the partition function 2 cosh(bh) and the mean tanh(bh). Since Z² = 1, the variance is 1 - tanh²(bh), and differentiating the mean gives b times this.

Lean 4 with Mathlib refuses this proof:

```lean
import Mathlib

open Matrix

namespace SusceptibilityEqOfCommuting

noncomputable section

/-- The Pauli matrix Z. -/
def pauliZ : Matrix (Fin 2) (Fin 2) ℂ := !![1, 0; 0, -1]

/-- The Pauli matrix X. -/
def pauliX : Matrix (Fin 2) (Fin 2) ℂ := !![0, 1; 1, 0]

/-- The Hamiltonian `H = -h Z - g X` with longitudinal field `h` and transverse field `g`. -/
def hamiltonian (g h : ℝ) : Matrix (Fin 2) (Fin 2) ℂ :=
  -((h : ℂ) • pauliZ) - (g : ℂ) • pauliX

/-- The partition function `Tr exp(-b H)`. -/
def partitionFn (b : ℝ) (H : Matrix (Fin 2) (Fin 2) ℂ) : ℂ :=
  trace (NormedSpace.exp ((-(b : ℂ)) • H))

/-- The real part of the Gibbs mean `Tr(exp(-b H) A) / Tr exp(-b H)`, for a nonzero
partition function. -/
def thermalMean (b : ℝ) (H A : Matrix (Fin 2) (Fin 2) ℂ) : ℝ :=
  (trace (NormedSpace.exp ((-(b : ℂ)) • H) * A) / partitionFn b H).re

/-- The thermal variance `⟨A²⟩ - ⟨A⟩²`, for a nonzero partition function. -/
def thermalVar (b : ℝ) (H A : Matrix (Fin 2) (Fin 2) ℂ) : ℝ :=
  thermalMean b H (A * A) - thermalMean b H A ^ 2

/-- Two operators on a two-level system agree if their four matrix elements agree. -/
lemma matrix_congr {a b c d a' b' c' d' : ℂ} (h1 : a = a') (h2 : b = b') (h3 : c = c')
    (h4 : d = d') : !![a, b; c, d] = !![a', b'; c', d'] := by
  rw [h1, h2, h3, h4]

/-- The exponential of `x Z` is diagonal with entries `exp x` and `exp (-x)`. -/
lemma exp_pauliZ (x : ℝ) : NormedSpace.exp ((x : ℂ) • pauliZ)
    = !![((Real.exp x : ℝ) : ℂ), 0; 0, ((Real.exp (-x) : ℝ) : ℂ)] := by
  have hd : (x : ℂ) • pauliZ = diagonal ![(x : ℂ), -(x : ℂ)] := by
    ext i j
    fin_cases i <;> fin_cases j <;> simp [pauliZ]
  -- the exponential of a diagonal matrix acts entry by entry
  have he : ∀ (v : Fin 2 → ℂ) (i : Fin 2), NormedSpace.exp v i = Complex.exp (v i) := by
    intro v i
    rw [Complex.exp_eq_exp_ℂ]
    exact NormedSpace.map_exp (Pi.evalRingHom (fun _ : Fin 2 => ℂ) i) (continuous_apply i) v
  rw [hd, Matrix.exp_diagonal]
  ext i j
  fin_cases i <;> fin_cases j <;> simp [he]

/-- If the partition function is nonzero, then `Var(Z) = 1 - ⟨Z⟩²`. -/
theorem variance_pauliZ (b : ℝ) (H : Matrix (Fin 2) (Fin 2) ℂ) (hZ : partitionFn b H ≠ 0) :
    thermalVar b H pauliZ = 1 - thermalMean b H pauliZ ^ 2 := by
  have hsq : pauliZ * pauliZ = 1 := by
    rw [pauliZ, Matrix.mul_fin_two, Matrix.one_fin_two]
    apply matrix_congr <;> ring
  have h1 : thermalMean b H 1 = 1 := by
    rw [thermalMean, Matrix.mul_one, ← partitionFn, div_self hZ, Complex.one_re]
  rw [thermalVar, hsq, h1]

/-- The derivative of `tanh` is `1 - tanh²`. -/
lemma hasDerivAt_tanh' (x : ℝ) : HasDerivAt Real.tanh (1 - Real.tanh x ^ 2) x := by
  have hc : Real.cosh x ≠ 0 := (Real.cosh_pos x).ne'
  have hd := (Real.hasDerivAt_sinh x).fun_div (Real.hasDerivAt_cosh x) hc
  have hf : Real.tanh = fun y => Real.sinh y / Real.cosh y :=
    funext Real.tanh_eq_sinh_div_cosh
  rw [hf]
  refine hd.congr_deriv ?_
  field_simp

/-- Without transverse field, `g = 0`, the susceptibility equals `b Var(Z)` at every `h`. -/
theorem susceptibility_eq_of_commuting (b h : ℝ) :
    HasDerivAt (fun x => thermalMean b (hamiltonian 0 x) pauliZ)
      (b * thermalVar b (hamiltonian 0 h) pauliZ) h := by
  have hexp : ∀ x : ℝ, NormedSpace.exp ((-(b : ℂ)) • hamiltonian 0 x)
      = !![((Real.exp (b * x) : ℝ) : ℂ), 0; 0, ((Real.exp (-(b * x)) : ℝ) : ℂ)] := by
    intro x
    rw [← exp_pauliZ]
    congr 1
    simp [hamiltonian, smul_smul]
  have hZ : ∀ x : ℝ, partitionFn b (hamiltonian 0 x)
      = ((2 * Real.cosh (b * x) : ℝ) : ℂ) := by
    intro x
    rw [partitionFn, hexp, Matrix.trace_fin_two_of, ← Complex.ofReal_add,
      ← Real.cosh_add_sinh, ← Real.cosh_sub_sinh]
    congr 1
    ring
  have hM : ∀ x : ℝ, thermalMean b (hamiltonian 0 x) pauliZ = Real.tanh (b * x) := by
    intro x
    have ht : trace (!![((Real.exp (b * x) : ℝ) : ℂ), 0; 0, ((Real.exp (-(b * x)) : ℝ) : ℂ)]
        * pauliZ) = ((2 * Real.sinh (b * x) : ℝ) : ℂ) := by
      rw [pauliZ, Matrix.mul_fin_two, Matrix.trace_fin_two_of,
        ← Real.cosh_add_sinh, ← Real.cosh_sub_sinh]
      simp only [Complex.ofReal_add, Complex.ofReal_sub, Complex.ofReal_mul,
        Complex.ofReal_ofNat]
      ring
    rw [thermalMean, hZ, hexp, ht, ← Complex.ofReal_div, Complex.ofReal_re,
      mul_div_mul_left _ _ two_ne_zero, Real.tanh_eq_sinh_div_cosh]
  have hZ0 : partitionFn b (hamiltonian 0 h) ≠ 0 := by
    rw [hZ]
    exact Complex.ofReal_ne_zero.mpr (mul_pos two_pos (Real.cosh_pos _)).ne'
  rw [variance_pauliZ b _ hZ0, hM, funext hM]
  have hd : HasDerivAt (fun x => Real.tanh (b * x))
      ((1 - Real.tanh (b * h) ^ 2) * (b * 1)) h :=
    (hasDerivAt_tanh' (b * h)).comp h ((hasDerivAt_id' h).const_mul b)
  exact hd.congr_deriv (by ring)

end

end SusceptibilityEqOfCommuting
```

Compiling this gives:

```
Main.lean:77:83: error: unsolved goals
b h x : ℝ
⊢ (b * x) • pauliZ = (↑b * ↑x) • pauliZ
```

Fix (accepted with no message):

```diff
@@ -79,5 +79,6 @@
     rw [← exp_pauliZ]
     congr 1
-    simp [hamiltonian, smul_smul]
+    rw [hamiltonian, Complex.ofReal_zero, zero_smul, sub_zero, smul_neg, neg_smul, neg_neg,
+      smul_smul, Complex.ofReal_mul]
   have hZ : ∀ x : ℝ, partitionFn b (hamiltonian 0 x)
       = ((2 * Real.cosh (b * x) : ℝ) : ℂ) := by
```

What went wrong. The message reports a goal left open in the proof of `hexp`, where -b times the Hamiltonian has to be shown equal to bx times `pauliZ`. The two sides that remain are mathematically equal but written differently. On the left, `simp` has turned multiplication by real numbers cast to ℂ into multiplication by the reals themselves, and has combined them into the real scalar `b * x`. On the right, it has split the cast of the product into `↑b * ↑x`, a product of complex numbers. That is no longer a single cast, so the same conversion to a real scalar does not apply, and `simp` stops.

The repair replaces `simp` with a fixed chain of rewrites that keeps every scalar complex. It unfolds `hamiltonian`, removes the zero transverse term and cancels the two minus signs. Then `smul_smul` makes the left scalar `↑b * ↑x`, and `Complex.ofReal_mul` gives the right scalar the same form. The sides are now identical, and `rw` closes the goal by reflexivity.
